# Mirror-image subgap conductances for retro and specular Andreev reflection in an ideal graphene contact

In the standard angular-integral model of an ideal graphene–superconductor contact, the subgap conductance, divided by the conductance of the same incident modes at perfect normal transmission, rises strictly from $4/3$ to $2$ for Andreev retroreflection with the Fermi energy far above the gap, and falls strictly from $2$ to $4/3$ for specular Andreev reflection with the Fermi energy taken to zero, as the excitation energy $E$ goes from $0$ to the gap $\Delta$. In the phase $b$ defined by $\cos b = E/\Delta$, the two curves are mirror images under $b \mapsto \pi/2 - b$.

```lean
import Mathlib

open Real Set

namespace GrapheneAndreev

noncomputable section

/-- Contribution of incidence angle `a` to the conductance for Andreev retroreflection,
at phase `b` with `cos b = E / Δ`. -/
def retroIntegrand (b a : ℝ) : ℝ :=
  2 * cos a ^ 3 / (cos b ^ 2 * cos a ^ 2 + sin b ^ 2)

/-- Contribution of incidence angle `a` to the conductance for specular Andreev reflection,
at phase `b` with `cos b = E / Δ`. -/
def specularIntegrand (b a : ℝ) : ℝ :=
  2 * cos a ^ 3 / (cos b ^ 2 + sin b ^ 2 * cos a ^ 2)

/-- Normalised subgap conductance for Andreev retroreflection. -/
def retroConductance (b : ℝ) : ℝ := ∫ a in (0 : ℝ)..(π / 2), retroIntegrand b a

/-- Normalised subgap conductance for specular Andreev reflection. -/
def specularConductance (b : ℝ) : ℝ := ∫ a in (0 : ℝ)..(π / 2), specularIntegrand b a

/-- The specular conductance at phase `b` is the retroreflection conductance at the
complementary phase `π / 2 - b`. -/
theorem specular_eq_retro (b : ℝ) :
    specularConductance b = retroConductance (π / 2 - b) := by
  have h : ∀ a, specularIntegrand b a = retroIntegrand (π / 2 - b) a := by
    intro a
    unfold specularIntegrand retroIntegrand
    rw [Real.cos_pi_div_two_sub, Real.sin_pi_div_two_sub, add_comm (cos b ^ 2)]
  simp only [specularConductance, retroConductance, h]

/-- At the gap edge, `b = 0`, the angular contribution is `2 cos a`. -/
theorem retroIntegrand_zero (a : ℝ) : retroIntegrand 0 a = 2 * cos a := by
  unfold retroIntegrand
  rw [Real.cos_zero, Real.sin_zero]
  have h : (1 : ℝ) ^ 2 * cos a ^ 2 + 0 ^ 2 = cos a ^ 2 := by ring
  rw [h]
  by_cases hc : cos a = 0
  · simp [hc]
  · field_simp

/-- For every phase in `[0, π / 2]` the angular contribution is continuous in the
incidence angle. -/
theorem continuous_retroIntegrand {b : ℝ} (hb : b ∈ Icc 0 (π / 2)) :
    Continuous (retroIntegrand b) := by
  rcases eq_or_lt_of_le hb.1 with h | h
  · rw [← h, funext retroIntegrand_zero]
    fun_prop
  · have hs : 0 < sin b := Real.sin_pos_of_pos_of_lt_pi h (by linarith [hb.2, Real.pi_pos])
    change Continuous (fun a => 2 * cos a ^ 3 / (cos b ^ 2 * cos a ^ 2 + sin b ^ 2))
    exact Continuous.div (by fun_prop) (by fun_prop)
      (fun a => (add_pos_of_nonneg_of_pos (by positivity) (pow_pos hs 2)).ne')

/-- At an incidence angle with positive sine and cosine, a smaller value of `cos² b` gives a
strictly smaller angular contribution to the retroreflection conductance. -/
theorem retroIntegrand_lt {b b' a : ℝ} (h : cos b' ^ 2 < cos b ^ 2)
    (hc : 0 < cos a) (hs : 0 < sin a) : retroIntegrand b' a < retroIntegrand b a := by
  have ha := Real.sin_sq_add_cos_sq a
  have hb := Real.sin_sq_add_cos_sq b
  have hb' := Real.sin_sq_add_cos_sq b'
  -- the denominator is positive away from grazing incidence
  have hpos : 0 < cos b ^ 2 * cos a ^ 2 + sin b ^ 2 := by
    have e : cos b ^ 2 * cos a ^ 2 + sin b ^ 2 = cos a ^ 2 + sin b ^ 2 * sin a ^ 2 := by
      linear_combination cos a ^ 2 * hb - sin b ^ 2 * ha
    rw [e]
    exact add_pos_of_pos_of_nonneg (pow_pos hc 2) (by positivity)
  -- the difference of the denominators is (cos² b - cos² b') sin² a
  have hden : cos b ^ 2 * cos a ^ 2 + sin b ^ 2 < cos b' ^ 2 * cos a ^ 2 + sin b' ^ 2 := by
    have e : cos b' ^ 2 * cos a ^ 2 + sin b' ^ 2 - (cos b ^ 2 * cos a ^ 2 + sin b ^ 2)
        = (cos b ^ 2 - cos b' ^ 2) * sin a ^ 2 := by
      linear_combination hb' - hb + (cos b' ^ 2 - cos b ^ 2) * ha
    have := mul_pos (sub_pos.2 h) (pow_pos hs 2)
    linarith
  exact div_lt_div_of_pos_left (mul_pos two_pos (pow_pos hc 3)) hpos hden

/-- The retroreflection conductance is strictly decreasing in the phase on `[0, π / 2]`. -/
theorem retro_strictAntiOn : StrictAntiOn retroConductance (Icc 0 (π / 2)) := by
  intro b hb b' hb' hlt
  have hpi := Real.pi_pos
  have hcos : cos b' < cos b := Real.strictAntiOn_cos
    ⟨hb.1, by linarith [hb.2]⟩ ⟨hb'.1, by linarith [hb'.2]⟩ hlt
  have hc' : 0 ≤ cos b' := Real.cos_nonneg_of_mem_Icc ⟨by linarith [hb'.1], hb'.2⟩
  have hsq : cos b' ^ 2 < cos b ^ 2 := by nlinarith
  unfold retroConductance
  apply intervalIntegral.integral_lt_integral_of_continuousOn_of_le_of_exists_lt
    Real.pi_div_two_pos (continuous_retroIntegrand hb').continuousOn
    (continuous_retroIntegrand hb).continuousOn
  · intro a ha
    rcases eq_or_lt_of_le ha.2 with h | h
    · simp [retroIntegrand, h]
    · exact (retroIntegrand_lt hsq (Real.cos_pos_of_mem_Ioo ⟨by linarith [ha.1], h⟩)
        (Real.sin_pos_of_pos_of_lt_pi ha.1 (by linarith))).le
  · exact ⟨π / 4, ⟨by linarith, by linarith⟩, retroIntegrand_lt hsq
      (Real.cos_pos_of_mem_Ioo ⟨by linarith, by linarith⟩)
      (Real.sin_pos_of_pos_of_lt_pi (by linarith) (by linarith))⟩

/-- Subgap conductance of a graphene-superconductor contact: the specular and retro curves
are mirror images in the phase, the retro curve is strictly decreasing on `[0, π / 2]`,
and its end values are `2` and `4 / 3`. -/
theorem subgap_conductance :
    (∀ b, specularConductance b = retroConductance (π / 2 - b)) ∧
    StrictAntiOn retroConductance (Icc 0 (π / 2)) ∧
    retroConductance 0 = 2 ∧ retroConductance (π / 2) = 4 / 3 := by
  refine ⟨specular_eq_retro, retro_strictAntiOn, ?_, ?_⟩
  · simp only [retroConductance, retroIntegrand_zero]
    rw [intervalIntegral.integral_const_mul, integral_cos]
    simp
  · -- antiderivative 2 sin a - (2/3) sin³ a
    have hd : ∀ a ∈ uIcc 0 (π / 2), HasDerivAt
        (fun a => 2 * sin a - 2 / 3 * (sin a * (sin a * sin a)))
        (retroIntegrand (π / 2) a) a := by
      intro a _
      have h := Real.hasDerivAt_sin a
      refine ((h.const_mul 2).fun_sub
        ((h.fun_mul (h.fun_mul h)).const_mul (2 / 3))).congr_deriv ?_
      have e : retroIntegrand (π / 2) a = 2 * cos a ^ 3 := by simp [retroIntegrand]
      rw [e]
      linear_combination (-2 * cos a) * Real.sin_sq_add_cos_sq a
    unfold retroConductance
    rw [intervalIntegral.integral_eq_sub_of_hasDerivAt hd
      ((continuous_retroIntegrand ⟨Real.pi_div_two_pos.le, le_rfl⟩).intervalIntegrable _ _)]
    norm_num [Real.sin_pi_div_two]

/-- Closed form of the retroreflection conductance for phases strictly between
`0` and `π / 2`. -/
theorem retro_closed_form {b : ℝ} (h0 : 0 < b) (h1 : b < π / 2) :
    retroConductance b = 2 / cos b ^ 2
      - sin b ^ 2 / cos b ^ 3 * log ((1 + cos b) / (1 - cos b)) := by
  have hc : 0 < cos b := Real.cos_pos_of_mem_Ioo ⟨by linarith, h1⟩
  have hs : 0 < sin b := Real.sin_pos_of_pos_of_lt_pi h0 (by linarith)
  have hb := Real.sin_sq_add_cos_sq b
  have hc1 : cos b < 1 := by nlinarith [pow_pos hs 2]
  have hd : ∀ a ∈ uIcc 0 (π / 2), HasDerivAt
      (fun a => 2 / cos b ^ 2 * sin a - sin b ^ 2 / cos b ^ 3 *
        (log (1 + cos b * sin a) - log (1 - cos b * sin a))) (retroIntegrand b a) a := by
    intro a _
    have ha := Real.sin_sq_add_cos_sq a
    have hp : 1 + cos b * sin a ≠ 0 := by
      have := mul_nonneg hc.le (by linarith [Real.neg_one_le_sin a] : 0 ≤ 1 + sin a)
      exact ne_of_gt (by linarith)
    have hm : 1 - cos b * sin a ≠ 0 := by
      have := mul_nonneg hc.le (by linarith [Real.sin_le_one a] : 0 ≤ 1 - sin a)
      exact ne_of_gt (by linarith)
    have h := Real.hasDerivAt_sin a
    refine ((h.const_mul (2 / cos b ^ 2)).fun_sub
      (((((h.const_mul (cos b)).const_add 1).log hp).fun_sub
        (((h.const_mul (cos b)).const_sub 1).log hm)).const_mul
          (sin b ^ 2 / cos b ^ 3))).congr_deriv ?_
    -- the denominator factorises as (1 + cos b sin a)(1 - cos b sin a)
    have hden : cos b ^ 2 * cos a ^ 2 + sin b ^ 2
        = (1 + cos b * sin a) * (1 - cos b * sin a) := by
      linear_combination cos b ^ 2 * ha + hb
    have h3 : cos a ^ 3 = cos a * (1 - sin a ^ 2) := by linear_combination cos a * ha
    have hS : sin b ^ 2 = 1 - cos b ^ 2 := by linarith
    unfold retroIntegrand
    rw [hden, h3, hS]
    field_simp
    ring
  unfold retroConductance
  rw [intervalIntegral.integral_eq_sub_of_hasDerivAt hd
    ((continuous_retroIntegrand ⟨h0.le, h1.le⟩).intervalIntegrable _ _),
    Real.log_div (by linarith) (by linarith)]
  simp only [Real.sin_pi_div_two, Real.sin_zero, mul_one, mul_zero, add_zero, sub_zero,
    sub_self]

/-- As the energy rises from `0` to the gap `Δ`, the normalised retroreflection conductance strictly
increases and the normalised specular conductance strictly decreases. -/
theorem conductance_energy {Δ : ℝ} (hΔ : 0 < Δ) :
    StrictMonoOn (fun E => retroConductance (arccos (E / Δ))) (Icc 0 Δ) ∧
    StrictAntiOn (fun E => specularConductance (arccos (E / Δ))) (Icc 0 Δ) := by
  have hmem : ∀ E ∈ Icc 0 Δ, arccos (E / Δ) ∈ Icc 0 (π / 2) := fun E hE =>
    ⟨Real.arccos_nonneg _, Real.arccos_le_pi_div_two.2 (div_nonneg hE.1 hΔ.le)⟩
  have hlt : ∀ E ∈ Icc 0 Δ, ∀ E' ∈ Icc 0 Δ, E < E' →
      arccos (E' / Δ) < arccos (E / Δ) := by
    intro E hE E' hE' h
    have hr : ∀ x ∈ Icc 0 Δ, x / Δ ∈ Icc (-1 : ℝ) 1 := fun x hx =>
      ⟨by linarith [div_nonneg hx.1 hΔ.le], (div_le_one hΔ).2 hx.2⟩
    exact Real.strictAntiOn_arccos (hr E hE) (hr E' hE') (div_lt_div_of_pos_right h hΔ)
  constructor
  · intro E hE E' hE' h
    exact retro_strictAntiOn (hmem E' hE') (hmem E hE) (hlt E hE E' hE' h)
  · intro E hE E' hE' h
    have m := hmem E hE
    have m' := hmem E' hE'
    have l := hlt E hE E' hE' h
    change specularConductance _ < specularConductance _
    rw [specular_eq_retro, specular_eq_retro]
    exact retro_strictAntiOn ⟨by linarith [m.2], by linarith [m.1]⟩
      ⟨by linarith [m'.2], by linarith [m'.1]⟩ (by linarith)

end

end GrapheneAndreev
```

```lean
#print axioms GrapheneAndreev.subgap_conductance
-- 'GrapheneAndreev.subgap_conductance' depends on axioms: [propext, Classical.choice, Quot.sound]
#print axioms GrapheneAndreev.retro_closed_form
-- 'GrapheneAndreev.retro_closed_form' depends on axioms: [propext, Classical.choice, Quot.sound]
#print axioms GrapheneAndreev.conductance_energy
-- 'GrapheneAndreev.conductance_energy' depends on axioms: [propext, Classical.choice, Quot.sound]
```

## Two integrals over the angle of incidence

An electron arrives at angle $a$ from the interface normal, with $a=0$ normal and $a=\pi/2$ grazing incidence. The conductances are

$$G_r(b)=\int_0^{\pi/2}\frac{2\cos^3 a}{\cos^2 b\cos^2 a+\sin^2 b}\,da,\qquad
G_s(b)=\int_0^{\pi/2}\frac{2\cos^3 a}{\cos^2 b+\sin^2 b\cos^2 a}\,da.$$

These are `retroConductance` and `specularConductance`. Both are normalised by the conductance that the modes incident at energy $E$ would have at perfect normal transmission. Each integrand is $2\cos a$ times an Andreev reflection probability, so complete Andreev reflection at every angle gives $2$. The retro formula belongs to a Fermi energy in graphene far above $\Delta$, the specular formula to one far below both $\Delta$ and $E$. The specular value at $E=0$ is therefore a limit, with the Fermi energy taken to zero first.

The formulas enter as definitions; they are not derived from the Dirac–Bogoliubov–de Gennes equation. They describe a contact wide enough to carry many modes, with a clean interface, without an additional barrier, with a heavily doped superconductor at zero temperature. The opposite trends in energy concern the normalised conductances. In the specular case the number of incident modes is itself proportional to $E$, so the conductance before normalisation vanishes as $E\to0$; a comparison with a measured conductance has to take this factor into account.

`subgap_conductance` collects the mirror relation for every real $b$, the strict decrease of $G_r$ on $[0,\pi/2]$, and its two end values. `conductance_energy` assumes $\Delta>0$ and states the trends on $0\le E\le\Delta$, with $b=\arccos(E/\Delta)$.

## The mirror relation and the monotonicity

Replacing $b$ by $\pi/2-b$ exchanges $\sin b$ and $\cos b$. This turns the retro denominator into the specular one, hence $G_s(b)=G_r(\pi/2-b)$. The proof of `specular_eq_retro` makes this substitution at each angle and then integrates.

For monotonicity, write the retro denominator as

$$D_b(a)=\cos^2 b\,(1-\sin^2 a)+\sin^2 b=1-\cos^2 b\,\sin^2 a .$$

If $0\le b<b'\le\pi/2$, then $\cos^2 b'<\cos^2 b$ and

$$D_{b'}(a)-D_b(a)=(\cos^2 b-\cos^2 b')\sin^2 a>0\qquad(0<a<\pi/2).$$

The numerator and both denominators are positive there, so the integrand at $b'$ is strictly smaller. This is `retroIntegrand_lt`.

The step to the integral uses continuity of the integrands. For $b>0$ the denominator is at least $\sin^2 b>0$. At $b=0$ the integrand is $2\cos a$ wherever $\cos a\neq0$; at grazing incidence the quotient is $0/0$, which Lean evaluates as $0$, the correct limit. `retro_strictAntiOn` then compares two continuous functions that are ordered on the whole interval and strictly ordered at $a=\pi/4$.

The energy statement follows because $\arccos$ is strictly decreasing: this reverses the trend of $G_r$, and the mirror relation reverses it once more for $G_s$.

## End values and closed form

At the ends,

$$G_r(0)=\int_0^{\pi/2}2\cos a\,da=2,\qquad
G_r(\pi/2)=\int_0^{\pi/2}2\cos^3 a\,da=\Big[2\sin a-\tfrac23\sin^3 a\Big]_0^{\pi/2}=\tfrac43 .$$

For $0<b<\pi/2$, put $c=\cos b$ and $u=\sin a$. Then

$$G_r(b)=\int_0^1\frac{2(1-u^2)}{1-c^2u^2}\,du,\qquad
\frac{1-u^2}{1-c^2u^2}=\frac1{c^2}-\frac{1-c^2}{c^2}\,\frac1{1-c^2u^2}.$$

Since $\int_0^1 du/(1-c^2u^2)=\frac1{2c}\ln\frac{1+c}{1-c}$,

$$G_r(b)=\frac{2}{c^2}-\frac{1-c^2}{c^3}\ln\frac{1+c}{1-c}.$$

`retro_closed_form` proves this by differentiating the corresponding antiderivative in $a$, using the factorisation $D_b(a)=(1+c\sin a)(1-c\sin a)$, and evaluating it at the endpoints.

At half the gap, $E=\Delta/2$, we have $c=1/2$ and

$$G_r=8-6\ln 3\approx1.408 .$$

The specular value at the same energy is $G_r(\pi/6)$. With $c=\sqrt3/2$ the formula gives about $1.653$.

## Energy as the variable

The model could also be written directly in $x=E/\Delta$, with retro denominator $1-x^2\sin^2 a$. The increase of the retro conductance with energy would then be visible in the integrand, without an arccosine. The mirror relation would become $x\mapsto\sqrt{1-x^2}$ on $[0,1]$, which is less transparent than a reflection of the phase about $\pi/4$.
